# Exact Square-Root Bonding for a Central Orbital with Mutually Uncoupled Neighbours at Equal On-Site Energy

An atom forms a bond with one neighbour, and then a second and a third neighbour approach. If every bond contributed a fixed energy, as in a pair potential, the binding would grow in proportion to the number of neighbours $Z$. In a tight-binding model with one orbital per atom, the bonds share the central orbital, and the energy is a sum over levels of the whole cluster. How does it then grow with $Z$?

Take one orbital on the central atom and one on each neighbour, orthonormal and with real hopping $h_i$ between the centre and neighbour $i$. The neighbours are not coupled to each other, and all on-site energies are zero. The band energy $E_{\text{band}}$ is the sum of all negative levels, with one electron per level; for two spin directions it doubles. Since the free orbitals lie at zero, it measures the energy gained by bonding.

With

$$S=\sum_i h_i^2,\qquad t=\sqrt S,$$

the levels for $Z\ge 1$ are $t$, $-t$ and $Z-1$ zeros, so $E_{\text{band}}=-t$. For equal hoppings $h\neq 0$ the nonzero levels are $\pm\sqrt Z\,|h|$, both simple, and $E_{\text{band}}=-\sqrt Z\,|h|$.

Second-moment potentials such as the Finnis–Sinclair form give every atom a square root of a sum over its neighbours and add these terms. Here a single square root, taken at the central atom, is the exact band energy of the whole cluster.

## Levels from a block elimination

Write $\mathbf h$ for the column of hoppings, $I$ for the $Z\times Z$ identity and $X$ for the energy variable. The characteristic polynomial $\chi(X)$ is the determinant of the first matrix in

$$
\begin{pmatrix} X & -\mathbf h^{T}\\ -\mathbf h & X I\end{pmatrix}
\begin{pmatrix} X & 0\\ \mathbf h & I\end{pmatrix}
=
\begin{pmatrix} X^2-S & -\mathbf h^{T}\\ 0 & X I\end{pmatrix}.
$$

The lower left block vanishes because $-\mathbf hX+X\mathbf h=0$. The second and third matrices are block triangular, so taking determinants gives

$$X\,\chi(X)=X^{Z}\,(X^2-S).$$

For $Z\ge1$ one factor $X$ cancels, and

$$\chi(X)=X^{Z-1}(X-t)(X+t).$$

This is the level list stated above. Only $-t$ can be negative, hence $E_{\text{band}}=-t$. If some hopping is nonzero, then $t>0$, the numbers $t$, $-t$ and $0$ are distinct, and $\pm t$ are simple roots. For equal hoppings $S=Zh^2$, so $t=\sqrt Z\,|h|$.

The sum $S$ is also the central diagonal element of $H^2$, where $H$ is the Hamiltonian: a path of two hops that starts and ends on the centre goes out to a neighbour $i$ and back, and contributes $h_i^2$. This element is the local second moment.

## Stationary states and two small clusters

Let $\psi_c$ and $\psi_i$ be the amplitudes on the centre and on neighbour $i$, taken to be real. The stationary equation at energy $E$ reads

$$\sum_i h_i\psi_i=E\psi_c,\qquad h_i\psi_c=E\psi_i .$$

If $E\neq0$, the second equation gives $\psi_i=h_i\psi_c/E$, so $\psi$ is the multiple $c=\psi_c/E$ of the vector with entries $E$ on the centre and $h_i$ on the neighbours. Conversely, if $E^2=S$, every such multiple is a solution: the first equation becomes $cS=E\cdot cE$, and the second $h_i\cdot cE=E\cdot ch_i$. The squared norm of the vector is $E^2+S=2t^2$, so the normalised state has central amplitude $\pm1/\sqrt2$ and neighbour amplitudes $h_i/(\sqrt2\,t)$, up to an overall sign.

Two neighbours with hoppings $3$ and $4$, in some energy unit, give $S=9+16=25$ and $t=5$. The levels are $5$, $0$ and $-5$, and the band energy is $-5$. The lowest state is proportional to $(-5,3,4)$, centre first: the Hamiltonian maps it to $(25,-15,-20)$, which is $-5$ times the vector. Its normalised form is $(-5,3,4)/\sqrt{50}$. Two separate pairs with the same hoppings would have the total energy $-7$.

The absence of coupling between neighbours matters. Join two neighbours by the same hopping $h\ne0$ that binds them to the centre. The levels of this triangle are $2h$, $-h$ and $-h$, and for either sign of $h$ the negative ones sum to $-2|h|$ instead of $-\sqrt2\,|h|$. The central second moment is still $2h^2$, so it no longer fixes the band energy through the same formula.

## The cluster and its energies in Lean

The neighbours are labelled by an arbitrary finite type `n`, whose number of elements is $Z$.

```lean
import Mathlib

open Matrix Polynomial

namespace SquareRootBonding

noncomputable section

variable {n : Type*} [Fintype n] [DecidableEq n]
```

The orbitals are indexed by `Unit ⊕ n`: `Sum.inl ()` is the centre and `Sum.inr i` is neighbour `i`. The two zero blocks of the matrix set the on-site energies to zero and leave the neighbours uncoupled. The hoppings form a real function `h`, with no condition on their signs.

```lean
/-- The Hamiltonian of a central orbital coupled by hoppings `h i` to neighbours that are not
coupled to each other, with all on-site energies zero. -/
def hamiltonian (h : n → ℝ) : Matrix (Unit ⊕ n) (Unit ⊕ n) ℝ :=
  fromBlocks 0 (of fun _ j => h j) (of fun i _ => h i) 0
```

Levels are the real roots of the characteristic polynomial, kept in a multiset so that degenerate levels are repeated.

```lean
/-- The energy levels, listed with multiplicity: the roots of the characteristic polynomial. -/
def levels (h : n → ℝ) : Multiset ℝ := (hamiltonian h).charpoly.roots
```

The filter in the band energy fixes the occupation: every level below zero holds one electron. Repulsion between the atoms and interactions between the electrons are absent from the model.

```lean
/-- The band energy: the sum of all negative levels, each counted with its multiplicity. -/
def bandEnergy (h : n → ℝ) : ℝ := ((levels h).filter (fun E => E < 0)).sum
```

The number $t$ of the derivation is called `effHopping`.

```lean
/-- The effective hopping: the root of the sum of the squared hoppings. -/
def effHopping (h : n → ℝ) : ℝ := √(∑ i, h i ^ 2)
```

The next two lemmas are the left-hand sides of the stationary equations, first for the centre and then for a neighbour. Both follow by expanding the matrix–vector product over the two kinds of orbital.

```lean
omit [DecidableEq n] in
/-- On the central orbital the Hamiltonian collects the neighbour amplitudes, weighted by the
hoppings. -/
theorem hamiltonian_center (h : n → ℝ) (ψ : Unit ⊕ n → ℝ) :
    (hamiltonian h *ᵥ ψ) (Sum.inl ()) = ∑ j, h j * ψ (Sum.inr j) := by
  simp [hamiltonian, Matrix.mulVec, dotProduct, Fintype.sum_sum_type]

omit [DecidableEq n] in
/-- On a neighbour the Hamiltonian returns the central amplitude times the hopping. -/
theorem hamiltonian_neighbour (h : n → ℝ) (ψ : Unit ⊕ n → ℝ) (i : n) :
    (hamiltonian h *ᵥ ψ) (Sum.inr i) = h i * ψ (Sum.inl ()) := by
  simp [hamiltonian, Matrix.mulVec, dotProduct, Fintype.sum_sum_type]
```

## From the determinant to the full level list

The identity $X\chi(X)=X^Z(X^2-S)$ holds for any finite number of neighbours, including none. In its proof `r` and `c` are the row and column of hoppings, regarded as constant polynomials, and `hM` writes the characteristic matrix in blocks. The statements `h1` to `h4` evaluate the four blocks of the matrix product above, with `h3` giving the vanishing one. After `hprod` has assembled them, `hdet` takes determinants on both sides, and the two triangular determinants split into products of the determinants of their diagonal blocks.

```lean
/-- The characteristic polynomial, multiplied by the energy variable `X`, is `X ^ Z * (X ^ 2 - S)`,
where `Z` is the number of neighbours and `S` is the sum of the squared hoppings. -/
theorem X_mul_charpoly (h : n → ℝ) :
    X * (hamiltonian h).charpoly = X ^ Fintype.card n * (X ^ 2 - C (∑ i, h i ^ 2)) := by
  let r : Matrix Unit n ℝ[X] := of fun _ j => C (h j)
  let c : Matrix n Unit ℝ[X] := of fun i _ => C (h i)
  have hM : charmatrix (hamiltonian h) =
      fromBlocks ((X : ℝ[X]) • 1) (-r) (-c) ((X : ℝ[X]) • 1) := by
    ext1 i j
    rcases i with i | i <;> rcases j with j | j <;>
      simp [charmatrix_apply, hamiltonian, r, c, Matrix.diagonal_apply, Matrix.one_apply]
  -- a block triangular factor eliminates the neighbours
  have h1 : ((X : ℝ[X]) • (1 : Matrix Unit Unit ℝ[X])) * ((X : ℝ[X]) • 1) + (-r) * c =
      of fun _ _ => X ^ 2 - C (∑ i, h i ^ 2) := by
    ext1 i j
    simp [Matrix.mul_apply, r, c, sq, sub_eq_add_neg]
  have h2 : ((X : ℝ[X]) • (1 : Matrix Unit Unit ℝ[X])) * (0 : Matrix Unit n ℝ[X])
      + (-r) * (1 : Matrix n n ℝ[X]) = -r := by simp
  have h3 : (-c) * ((X : ℝ[X]) • (1 : Matrix Unit Unit ℝ[X]))
      + ((X : ℝ[X]) • (1 : Matrix n n ℝ[X])) * c = 0 := by simp
  have h4 : (-c) * (0 : Matrix Unit n ℝ[X])
      + ((X : ℝ[X]) • (1 : Matrix n n ℝ[X])) * (1 : Matrix n n ℝ[X]) = (X : ℝ[X]) • 1 := by
    simp
  have hprod := fromBlocks_multiply ((X : ℝ[X]) • (1 : Matrix Unit Unit ℝ[X])) (-r) (-c)
    ((X : ℝ[X]) • (1 : Matrix n n ℝ[X])) ((X : ℝ[X]) • (1 : Matrix Unit Unit ℝ[X]))
    (0 : Matrix Unit n ℝ[X]) c (1 : Matrix n n ℝ[X])
  rw [h1, h2, h3, h4] at hprod
  -- compare determinants
  have hdet := congrArg Matrix.det hprod
  rw [Matrix.det_mul, det_fromBlocks_zero₁₂, det_fromBlocks_zero₂₁] at hdet
  simp only [Matrix.det_smul, Matrix.det_one, mul_one,
    Matrix.det_unique, Matrix.of_apply, Matrix.smul_apply, Matrix.one_apply_eq,
    smul_eq_mul] at hdet
  rw [Matrix.charpoly, hM]
  linear_combination hdet
```

With at least one neighbour, required by `[Nonempty n]`, the common factor `X` can be cancelled. The intermediate result `key` is the factorised polynomial, and `roots_mul` reads off the roots factor by factor. The list has $Z+1$ entries, one for each orbital, so restricting the roots to real numbers loses none.

```lean
/-- The complete list of levels for at least one neighbour: plus and minus the effective hopping,
and zero repeated once less than the number of neighbours. -/
theorem levels_eq [Nonempty n] (h : n → ℝ) :
    levels h = {effHopping h} + {-effHopping h} +
      Multiset.replicate (Fintype.card n - 1) 0 := by
  have hS : ∑ i, h i ^ 2 = effHopping h ^ 2 :=
    (Real.sq_sqrt (Finset.sum_nonneg fun i _ => sq_nonneg (h i))).symm
  have key : (hamiltonian h).charpoly = X ^ (Fintype.card n - 1) *
      ((X - C (effHopping h)) * (X - C (-effHopping h))) := by
    apply mul_left_cancel₀ (X_ne_zero (R := ℝ))
    obtain ⟨m, hm⟩ : ∃ m, Fintype.card n = m + 1 :=
      Nat.exists_eq_succ_of_ne_zero Fintype.card_ne_zero
    rw [X_mul_charpoly, hS, hm, Nat.add_sub_cancel, C_neg, C_pow]
    ring
  have hq : (X - C (effHopping h)) * (X - C (-effHopping h)) ≠ 0 :=
    mul_ne_zero (X_sub_C_ne_zero _) (X_sub_C_ne_zero _)
  rw [levels, key, roots_mul (mul_ne_zero (pow_ne_zero _ X_ne_zero) hq), roots_mul hq,
    roots_X_pow, roots_X_sub_C, roots_X_sub_C, Multiset.nsmul_singleton, add_comm]
```

The hypothesis `h ≠ 0` below concerns the function, so it asks for one nonzero hopping and allows others to vanish. It also supplies the neighbour that the level list needs. Positivity of the effective hopping, `p`, separates the three values $t$, $-t$ and $0$, and counting in the list gives multiplicity one for each of $\pm t$. If all hoppings were zero, both values would be the level $0$, with multiplicity $Z+1$.

```lean
/-- If some hopping is nonzero, the levels at plus and minus the effective hopping are simple. -/
theorem bonding_levels_simple (h : n → ℝ) (hh : h ≠ 0) :
    (levels h).count (effHopping h) = 1 ∧ (levels h).count (-effHopping h) = 1 := by
  obtain ⟨i, hi⟩ := Function.ne_iff.1 hh
  have hi' : h i ≠ 0 := hi
  have : Nonempty n := ⟨i⟩
  have p : 0 < effHopping h := Real.sqrt_pos.2
    (Finset.sum_pos' (fun j _ => sq_nonneg (h j)) ⟨i, Finset.mem_univ i, by positivity⟩)
  rw [levels_eq]
  generalize effHopping h = t at p
  have a1 : t ≠ -t := by
    intro q
    linarith
  have a2 : (0 : ℝ) ≠ -t := (neg_lt_zero.2 p).ne'
  constructor
  · simp [Multiset.count_replicate, a1, p.ne]
  · have c1 : ({t} : Multiset ℝ).count (-t) = 0 :=
      Multiset.count_eq_zero.2 fun m => a1 (Multiset.mem_singleton.1 m).symm
    have c2 : (Multiset.replicate (Fintype.card n - 1) (0 : ℝ)).count (-t) = 0 :=
      Multiset.count_eq_zero.2 fun m => a2 (Multiset.eq_of_mem_replicate m).symm
    have c3 : ({-t} : Multiset ℝ).count (-t) = 1 := Multiset.count_singleton_self (-t)
    rw [Multiset.count_add, Multiset.count_add]
    omega
```

## Eigenvectors and the local second moment

Multiplicity in the level list is that of a root. The following theorem describes the eigenvectors themselves: at a nonzero energy with $E^2=S$ they form a single line. As in the derivation, the forward direction solves the neighbour equations with $c=\psi_c/E$, and the converse checks the centre and the neighbours separately. For $c=0$ the solution is the zero vector, which is not an eigenvector; every other multiple can be normalised.

```lean
omit [DecidableEq n] in
/-- At a nonzero energy `E` whose square is the sum of the squared hoppings, the real solutions of
the stationary equation are exactly the real multiples of the vector with entries `E` on the centre
and `h i` on neighbour `i`. -/
theorem stationary_iff (h : n → ℝ) {E : ℝ} (hE : E ≠ 0) (hS : E ^ 2 = ∑ i, h i ^ 2)
    (ψ : Unit ⊕ n → ℝ) :
    hamiltonian h *ᵥ ψ = E • ψ ↔ ∃ c : ℝ, ψ = c • Sum.elim (fun _ => E) h := by
  constructor
  · intro hψ
    have e : ∀ i, h i * ψ (Sum.inl ()) = E * ψ (Sum.inr i) := fun i => by
      rw [← hamiltonian_neighbour, hψ, Pi.smul_apply, smul_eq_mul]
    refine ⟨ψ (Sum.inl ()) / E, funext ?_⟩
    rintro (⟨⟩ | i)
    · simp [hE]
    · simp only [Pi.smul_apply, Sum.elim_inr, smul_eq_mul]
      rw [div_mul_eq_mul_div, eq_div_iff hE]
      linear_combination -(e i)
  · rintro ⟨c, rfl⟩
    funext x
    rcases x with ⟨⟩ | i
    · rw [hamiltonian_center]
      simp only [Pi.smul_apply, Sum.elim_inl, Sum.elim_inr, smul_eq_mul]
      have k : ∑ j, h j * (c * h j) = c * ∑ j, h j ^ 2 := by
        rw [Finset.mul_sum]
        exact Finset.sum_congr rfl fun j _ => by ring
      rw [k, ← hS]
      ring
    · rw [hamiltonian_neighbour]
      simp only [Pi.smul_apply, Sum.elim_inl, Sum.elim_inr, smul_eq_mul]
      ring
```

The band energy is now expressed through $(H^2)_{cc}$, the central diagonal element. The step `hm` evaluates this element as $S$, and `hz` shows that the zero levels do not pass the filter. The remaining case distinction is between $t=0$, where the energy is zero, and $t>0$, where exactly the level $-t$ is kept. The theorem therefore covers unequal hoppings and also the case in which all of them vanish.

```lean
/-- The band energy is minus the root of the local second moment, the central diagonal element
of the squared Hamiltonian, also when the hoppings differ. -/
theorem bandEnergy_eq_second_moment [Nonempty n] (h : n → ℝ) :
    bandEnergy h = -√((hamiltonian h * hamiltonian h) (Sum.inl ()) (Sum.inl ())) := by
  have hm : (hamiltonian h * hamiltonian h) (Sum.inl ()) (Sum.inl ()) = ∑ i, h i ^ 2 := by
    simp [hamiltonian, Matrix.mul_apply, Fintype.sum_sum_type, sq]
  have h0 : 0 ≤ effHopping h := Real.sqrt_nonneg _
  have hz : (Multiset.replicate (Fintype.card n - 1) (0 : ℝ)).filter (fun E => E < 0) = 0 :=
    Multiset.filter_eq_nil.2 fun a ha => by
      rw [Multiset.eq_of_mem_replicate ha]
      exact lt_irrefl 0
  rw [hm]
  change bandEnergy h = -effHopping h
  -- only the level at minus the effective hopping can be negative
  rw [bandEnergy, levels_eq, Multiset.filter_add, Multiset.filter_add, hz]
  generalize effHopping h = t at h0
  rcases h0.eq_or_lt with e | p
  · rw [← e]
    simp [Multiset.filter_singleton]
  · simp [Multiset.filter_singleton, p, not_lt.2 h0]
```

## Equal hoppings

For the square-root law in $Z$, the neighbours are labelled by `Fin Z` and the hopping function is constant. The theorem has four parts: a nonzero energy is a level exactly when it is $\sqrt Z\,|h|$ or its negative; each of these two levels has multiplicity one; and the band energy is $-\sqrt Z\,|h|$. The smallest case, $Z=1$, is the two-level dimer with levels $\pm|h|$ and no zero level.

The proof computes the effective hopping in `ht`, using $\sqrt{Zh^2}=\sqrt Z\,|h|$, and then specialises the earlier results. The level list gives the first part, `bonding_levels_simple` the next two, and the second-moment formula the last.

```lean
/-- Exact square-root bonding: for `Z ≥ 1` neighbours with equal hopping `h ≠ 0` the nonzero
levels are `√Z |h|` and its negative, both are simple, and the band energy is `-√Z |h|`. -/
theorem square_root_bonding (Z : ℕ) (hZ : 1 ≤ Z) (h : ℝ) (hh : h ≠ 0) :
    (∀ E : ℝ, E ≠ 0 → (E ∈ levels (fun _ : Fin Z => h) ↔
      E = √Z * |h| ∨ E = -(√Z * |h|))) ∧
    (levels (fun _ : Fin Z => h)).count (√Z * |h|) = 1 ∧
    (levels (fun _ : Fin Z => h)).count (-(√Z * |h|)) = 1 ∧
    bandEnergy (fun _ : Fin Z => h) = -(√Z * |h|) := by
  have : Nonempty (Fin Z) := ⟨⟨0, hZ⟩⟩
  have hs : ∑ _i : Fin Z, h ^ 2 = (Z : ℝ) * h ^ 2 := by simp
  have ht : effHopping (fun _ : Fin Z => h) = √Z * |h| := by
    rw [effHopping, hs, Real.sqrt_mul (Nat.cast_nonneg Z), Real.sqrt_sq_eq_abs]
  have hne : (fun _ : Fin Z => h) ≠ 0 := fun e => hh (congrFun e ⟨0, hZ⟩)
  have hc := bonding_levels_simple _ hne
  rw [ht] at hc
  refine ⟨fun E hE => ?_, hc.1, hc.2, ?_⟩
  · rw [levels_eq, ht]
    simp only [Multiset.mem_add, Multiset.mem_singleton, Multiset.mem_replicate, hE,
      and_false, or_false]
  · rw [bandEnergy_eq_second_moment, ← ht, effHopping]
    congr 2
    simp [hamiltonian, Matrix.mul_apply, Fintype.sum_sum_type, sq]

end

end SquareRootBonding
```

```lean
#print axioms SquareRootBonding.stationary_iff
#print axioms SquareRootBonding.square_root_bonding
```

```
'SquareRootBonding.stationary_iff' depends on axioms: [propext, Classical.choice, Quot.sound]
'SquareRootBonding.square_root_bonding' depends on axioms: [propext, Classical.choice, Quot.sound]
```
